# First-order band shift from an error in one logarithmic derivative, along a differentiable KKR-type branch

**Question.** Let $M(E)$ be a KKR-type secular matrix at a fixed Bloch vector, with one row per scattering channel. A band energy is an $E$ for which $M(E)v=0$ has a non-zero solution $v$, and $v_l$ is the amplitude in channel $l$. My pseudopotential gets the logarithmic derivative of one channel wrong by a small amount $t$, which adds $t$ to $M_{ll}$. Both the energy and the amplitudes respond. Do I need the amplitude response to find the band shift to first order, and could a positive $t$ lower the band?

**Answer.** Write $E(t)$, $v(t)$ for the perturbed solution, $v=v(0)$, $M'=dM/dE$ at $E(0)$, and $\langle x,y\rangle=\sum_j \bar x_j y_j$. The matrix $P_l$ has a single 1, at position $(l,l)$. Here $l$ labels one channel, such as one pair of angular momentum and magnetic quantum numbers. A spherical pseudopotential makes the same error for every magnetic quantum number, and on every equivalent atom in the cell; then add $|v_l|^2$ over all those channels. I assume that $M$ is written with the logarithmic derivative as a term of its diagonal. If that term has a minus sign, reverse the sign of $t$. The standard KKR matrix contains cotangents of phase shifts instead; there $t$ is the resulting change in $M_{ll}$, not the error in the logarithmic derivative itself.

You don't need the amplitude response: if $M(E(0))$ is Hermitian and the branch is differentiable at $t=0$, then

$$E'(0)\,\langle v,M'v\rangle=-|v_l|^2 .$$

This fixes the first-order shift whenever $\langle v,M'v\rangle\ne0$. If several bands meet at $E(0)$, $v$ must be the solution from which the perturbed branch starts, not an arbitrary one of the degenerate solutions. A positive $t$ does not lower the band to first order if $M'$ is diagonal with negative entries.

### Differentiate, then project

For a general perturbation $tW$, row $i$ of the secular equation is $\sum_j[M_{ij}(E(t))+tW_{ij}]\,v_j(t)=0$. Its derivative at $t=0$ is

$$\sum_j[E'(0)M'_{ij}+W_{ij}]\,v_j+\sum_j M_{ij}(E(0))\,v_j'(0)=0 .$$

Multiply by $\bar v_i$ and sum over $i$. The last term becomes $\langle v,M(E(0))v'(0)\rangle=\langle M(E(0))v,v'(0)\rangle=0$, which leaves $E'(0)\langle v,M'v\rangle=-\langle v,Wv\rangle$. For $W=P_l$, $\langle v,P_lv\rangle=|v_l|^2$.

Now let $M'=-\mathrm{diag}(N_j)$. Then $E'(0)\,S=|v_l|^2$ with $S=\sum_jN_j|v_j|^2$. If every $N_j>0$ and $v\ne0$, then $S>0$, so $E'(0)\ge0$. Since $N_l|v_l|^2\le S$, also $E'(0)N_l\le1$. Physically, $N_j$ stands for the integral of the squared radial solution inside the sphere, divided by the square of its boundary value, times a positive constant set by the units: the energy slope of a logarithmic derivative is minus this quantity.

### One channel, and two channels with numbers

With one channel and $M(E)=-N(E-E_0)$, where $N>0$, the equation gives $E=E_0+t/N$. The bound $E'(0)N\le1$ is then an equality.

For two channels, numbered 0 and 1, take

$$M(E)=\begin{pmatrix}-E&1\\1&-E\end{pmatrix}$$

with the error in channel 0. Then $E^2-tE-1=0$, and the upper branch starts at $E(0)=1$ with normalised $v=(1,1)/\sqrt2$. Here $\langle v,M'v\rangle=-1$ and $|v_0|^2=1/2$, so $E'(0)=1/2$. At $t=0.1$ the linear estimate is $1.05$; the quadratic gives $1.05125$.

### What the Lean statements assume

`SecularBranch` collects the hypotheses: `M (E 0)` is Hermitian, the entries of `M` are differentiable at `E 0`, `E` and `v` are differentiable at 0, and the secular equation holds for all `t` near 0. The scalars `𝕜` are real or complex, and the channel set `n` is finite. `E'`, `M'` and `v'` are values of derivatives, not functions. `star x ⬝ᵥ A *ᵥ w` means $\langle x,Aw\rangle$, and `v 0` need not be normalised.

`real_band_shift` is for a real secular matrix with real amplitudes. It divides by $\langle v,M'v\rangle$ and so requires it to be non-zero. For a complex matrix, use `band_shift`. `diagonal_band_shift` and `band_shift_bounds` suit structure constants whose energy dependence is neglected; otherwise use `band_shift`.

The existence of a differentiable branch is assumed. The step left to the physics is identifying a real pseudopotential error with an energy-independent $tP_l$. With that identification, the result turns a scattering error into a band error in a one-electron calculation with finitely many channels.

```lean
import Mathlib

open Matrix
open scoped Topology

namespace KKRBandShift

noncomputable section

variable {𝕜 n : Type*} [RCLike 𝕜] [Fintype n]

/-- A differentiable branch of solutions `(M(E(t)) + t W) v(t) = 0` for `t` near `0`, where
the secular matrix `M` is Hermitian at the energy `E(0)` and has the energy derivative `M'` there;
`E'` and `v'` are the derivatives of the energy and of the amplitudes at `t = 0`. -/
structure SecularBranch (M : ℝ → Matrix n n 𝕜) (M' W : Matrix n n 𝕜)
    (E : ℝ → ℝ) (E' : ℝ) (v : ℝ → n → 𝕜) (v' : n → 𝕜) : Prop where
  hermitian : (M (E 0)).IsHermitian
  deriv_M : ∀ i j, HasDerivAt (fun e => M e i j) (M' i j) (E 0)
  deriv_E : HasDerivAt E E' 0
  deriv_v : ∀ i, HasDerivAt (fun t => v t i) (v' i) 0
  secular : ∀ᶠ t in 𝓝 (0 : ℝ), (M (E t) + t • W) *ᵥ v t = 0

/-- The projector on the scattering channel `l`. -/
def channelProjector [DecidableEq n] (l : n) : Matrix n n 𝕜 :=
  Matrix.diagonal (fun j => if j = l then 1 else 0)

variable {M : ℝ → Matrix n n 𝕜} {M' W : Matrix n n 𝕜}
  {E : ℝ → ℝ} {E' : ℝ} {v : ℝ → n → 𝕜} {v' : n → 𝕜}

/-- The secular equation differentiated once at `t = 0`, along a differentiable branch. -/
theorem differentiated_secular (h : SecularBranch M M' W E E' v v') :
    (E' • M' + W) *ᵥ v 0 + M (E 0) *ᵥ v' = 0 := by
  funext i
  -- product and chain rule for each term of row `i`
  have hij : ∀ j, HasDerivAt (fun t => (M (E t) i j + t • W i j) * v t j)
      ((E' • M' i j + W i j) * v 0 j + M (E 0) i j * v' j) 0 := by
    intro j
    have hM : HasDerivAt (fun t => M (E t) i j) (E' • M' i j) 0 :=
      (h.deriv_M i j).scomp (0 : ℝ) h.deriv_E
    have hW : HasDerivAt (fun t : ℝ => t • W i j) (W i j) 0 :=
      ((hasDerivAt_id (0 : ℝ)).smul_const (W i j)).congr_deriv (one_smul ℝ _)
    exact ((hM.fun_add hW).fun_mul (h.deriv_v j)).congr_deriv
      (by simp only [zero_smul, add_zero])
  have hsum := HasDerivAt.fun_sum (u := Finset.univ) fun j _ => hij j
  -- the row vanishes near `t = 0`, hence so does its derivative
  have hzero : (fun t => ∑ j, (M (E t) i j + t • W i j) * v t j)
      =ᶠ[𝓝 0] fun _ => (0 : 𝕜) := by
    filter_upwards [h.secular] with t ht
    exact congrFun ht i
  have key := hsum.unique
    ((hasDerivAt_const (0 : ℝ) (0 : 𝕜)).congr_of_eventuallyEq hzero)
  rw [Finset.sum_add_distrib] at key
  exact key

/-- If a Hermitian matrix annihilates `x`, its matrix elements between `x` and any vector
vanish. -/
theorem null_vector_left {A : Matrix n n 𝕜} (hA : A.IsHermitian) {x : n → 𝕜}
    (hx : A *ᵥ x = 0) (w : n → 𝕜) : star x ⬝ᵥ A *ᵥ w = 0 := by
  have h := Matrix.star_mulVec A x
  rw [hx, hA.eq, star_zero] at h
  rw [Matrix.dotProduct_mulVec, ← h, zero_dotProduct]

/-- First-order energy shift along a differentiable secular branch, for any perturbation `t W`
of the secular matrix: `E'(0) ⟨v, M' v⟩ = -⟨v, W v⟩`. -/
theorem secular_shift (h : SecularBranch M M' W E E' v v') :
    E' • (star (v 0) ⬝ᵥ M' *ᵥ v 0) = -(star (v 0) ⬝ᵥ W *ᵥ v 0) := by
  have h0 : M (E 0) *ᵥ v 0 = 0 := by
    simpa only [zero_smul, add_zero] using h.secular.self_of_nhds
  -- projecting on `v 0` removes the unknown response `v'`
  have hd := congrArg (fun x => star (v 0) ⬝ᵥ x) (differentiated_secular h)
  simp only [dotProduct_add, null_vector_left h.hermitian h0, Matrix.add_mulVec,
    Matrix.smul_mulVec, dotProduct_smul, add_zero, dotProduct_zero] at hd
  exact eq_neg_of_add_eq_zero_left hd

variable [DecidableEq n] {l : n}

/-- Band shift from an error `t` in the logarithmic derivative of channel `l`, along a
differentiable secular branch: `E'(0) ⟨v, M' v⟩ = -|v_l|²`. -/
theorem band_shift (h : SecularBranch M M' (channelProjector l) E E' v v') :
    E' • (star (v 0) ⬝ᵥ M' *ᵥ v 0) = -((‖v 0 l‖ ^ 2 : ℝ) : 𝕜) := by
  have hP : star (v 0) ⬝ᵥ (channelProjector l : Matrix n n 𝕜) *ᵥ v 0
      = star (v 0 l) * v 0 l := by
    simp [channelProjector, dotProduct, Matrix.mulVec_diagonal]
  rw [secular_shift h, hP, RCLike.star_def, RCLike.conj_mul, RCLike.ofReal_pow]

/-- Along a differentiable secular branch of a real secular matrix with `⟨v, M' v⟩ ≠ 0`, the
first-order band shift per unit error in the logarithmic derivative of channel `l` is
`-v_l² / ⟨v, M' v⟩`. -/
theorem real_band_shift {M : ℝ → Matrix n n ℝ} {M' : Matrix n n ℝ}
    {v : ℝ → n → ℝ} {v' : n → ℝ}
    (h : SecularBranch M M' (channelProjector l) E E' v v')
    (hne : v 0 ⬝ᵥ M' *ᵥ v 0 ≠ 0) :
    E' = -(v 0 l) ^ 2 / (v 0 ⬝ᵥ M' *ᵥ v 0) := by
  rw [eq_div_iff hne]
  simpa using band_shift h

/-- If the energy derivative of the secular matrix is diagonal with entries `-N_j`, then along a
differentiable secular branch the band shift from channel `l` obeys `E'(0) ∑ N_j |v_j|² = |v_l|²`.
-/
theorem diagonal_band_shift {N : n → ℝ}
    (h : SecularBranch M (-Matrix.diagonal fun j => (N j : 𝕜))
      (channelProjector l) E E' v v') :
    E' * ∑ j, N j * ‖v 0 j‖ ^ 2 = ‖v 0 l‖ ^ 2 := by
  have hD : star (v 0) ⬝ᵥ (Matrix.diagonal fun j => (N j : 𝕜)) *ᵥ v 0
      = ((∑ j, N j * ‖v 0 j‖ ^ 2 : ℝ) : 𝕜) := by
    simp only [dotProduct, Matrix.mulVec_diagonal, Pi.star_apply, RCLike.star_def]
    push_cast
    refine Finset.sum_congr rfl fun j _ => ?_
    rw [← RCLike.conj_mul]
    ring
  have hs := band_shift h
  rw [Matrix.neg_mulVec, dotProduct_neg, hD, smul_neg, neg_inj,
    RCLike.real_smul_eq_coe_mul, ← RCLike.ofReal_mul] at hs
  exact RCLike.ofReal_inj.mp hs

/-- If the energy derivative of the secular matrix is diagonal with entries `-N_j`, all `N_j` are
positive and `v(0) ≠ 0`, then along a differentiable secular branch the band shift from an error in
channel `l` satisfies `0 ≤ E'(0)` and `E'(0) N_l ≤ 1`. -/
theorem band_shift_bounds {N : n → ℝ}
    (h : SecularBranch M (-Matrix.diagonal fun j => (N j : 𝕜))
      (channelProjector l) E E' v v')
    (hN : ∀ j, 0 < N j) (hv : v 0 ≠ 0) : 0 ≤ E' ∧ E' * N l ≤ 1 := by
  have hs := diagonal_band_shift h
  have hnn : ∀ j ∈ Finset.univ, 0 ≤ N j * ‖v 0 j‖ ^ 2 :=
    fun j _ => mul_nonneg (hN j).le (sq_nonneg _)
  obtain ⟨k, hk⟩ := Function.ne_iff.mp hv
  have hS : 0 < ∑ j, N j * ‖v 0 j‖ ^ 2 :=
    Finset.sum_pos' hnn
      ⟨k, Finset.mem_univ k, mul_pos (hN k) (pow_pos (norm_pos_iff.mpr hk) 2)⟩
  -- one channel carries at most the whole weighted norm
  have hle : N l * ‖v 0 l‖ ^ 2 ≤ ∑ j, N j * ‖v 0 j‖ ^ 2 :=
    Finset.single_le_sum (f := fun j => N j * ‖v 0 j‖ ^ 2) hnn (Finset.mem_univ l)
  constructor
  · by_contra hneg
    have h1 := mul_neg_of_neg_of_pos (not_le.mp hneg) hS
    linarith [sq_nonneg ‖v 0 l‖]
  · by_contra hgt
    have h1 := mul_lt_mul_of_pos_right (not_le.mp hgt) hS
    have h2 : E' * N l * ∑ j, N j * ‖v 0 j‖ ^ 2 = N l * ‖v 0 l‖ ^ 2 := by
      linear_combination N l * hs
    linarith

/-- The energy `(t + √(t² + 4)) / 2` of a two-channel model with error `t` in one channel. -/
def twoChannelEnergy (t : ℝ) : ℝ := (t + √(t ^ 2 + 4)) / 2

/-- Two coupled channels with `M(E) = [[-E, 1], [1, -E]]` and an error `t` in the first one form
a differentiable secular branch with amplitudes `(E(t), 1)` and `E'(0) = 1/2`. -/
theorem secularBranch_witness :
    SecularBranch (fun e : ℝ => !![-e, 1; 1, -e]) !![-1, 0; 0, -1]
      (channelProjector (0 : Fin 2)) twoChannelEnergy (1 / 2)
      (fun t => ![twoChannelEnergy t, 1]) ![1 / 2, 0] := by
  have hE : HasDerivAt twoChannelEnergy (1 / 2) 0 := by
    have hs : HasDerivAt (fun t : ℝ => t ^ 2 + 4) 0 0 :=
      ((hasDerivAt_pow 2 (0 : ℝ)).add_const 4).congr_deriv (by norm_num)
    have hr := hs.sqrt (by norm_num)
    exact (((hasDerivAt_id (0 : ℝ)).fun_add hr).div_const 2).congr_deriv (by simp)
  -- the energy solves the quadratic secular equation
  have hq : ∀ t, twoChannelEnergy t ^ 2 - t * twoChannelEnergy t - 1 = 0 := by
    intro t
    have hsq := Real.sq_sqrt (show (0 : ℝ) ≤ t ^ 2 + 4 by positivity)
    unfold twoChannelEnergy
    linear_combination hsq / 4
  refine ⟨?_, ?_, hE, ?_, Filter.Eventually.of_forall fun t => ?_⟩
  · exact Matrix.IsHermitian.ext fun i j => by fin_cases i <;> fin_cases j <;> simp
  · intro i j
    fin_cases i <;> fin_cases j
    · exact hasDerivAt_neg _
    · exact hasDerivAt_const _ (1 : ℝ)
    · exact hasDerivAt_const _ (1 : ℝ)
    · exact hasDerivAt_neg _
  · intro i
    fin_cases i
    · exact hE
    · exact hasDerivAt_const _ (1 : ℝ)
  · ext i
    fin_cases i
    · simp [channelProjector, Matrix.mulVec, dotProduct, Fin.sum_univ_two]
      linear_combination -hq t
    · simp [channelProjector, Matrix.mulVec, dotProduct, Fin.sum_univ_two]

end

end KKRBandShift
```

```lean
#print axioms KKRBandShift.real_band_shift
#print axioms KKRBandShift.band_shift_bounds
```

```
'KKRBandShift.real_band_shift' depends on axioms: [propext, Classical.choice, Quot.sound]
'KKRBandShift.band_shift_bounds' depends on axioms: [propext, Classical.choice, Quot.sound]
```

### From the row derivative to the bounds

`differentiated_secular` applies the chain and product rules to each term of a row. The row is zero near $t=0$, so uniqueness of the derivative (`hsum.unique`) gives the differentiated equation. `null_vector_left` is the Hermiticity step that removes $v'(0)$, and `secular_shift` uses it after projecting on `v 0`. `band_shift` evaluates $\langle v,P_lv\rangle$, and `diagonal_band_shift` does the same for the weighted sum.

`band_shift_bounds` shows $S>0$ from one non-zero amplitude, then refutes $E'(0)<0$ and $E'(0)N_l>1$ in turn. `secularBranch_witness` checks every hypothesis for the two-channel example, using the unnormalised amplitudes $(E(t),1)$.
